# For finite matrices, K = σ·L satisfies K² + K = L·L exactly when L obeys the angular-momentum commutation relations

If I square σ·L as though the components of L commuted, I get L·L, and the eigenvalues for a p shell come out as ±√2. The correct ones are 1 and −2, so both the spin–orbit splitting and the midpoint of the two levels are wrong. The repair is an extra term linear in the operator itself. With K = Σ_k σ_k ⊗ L_k and [L_j, L_k] = i Σ_m ε_jkm L_m, I believe that

K² + K = L·L,

that K commutes with each J_k = L_k + σ_k/2, and that J·J = L·L + K + 3/4. Can this be made rigorous for matrices of any finite size and checked by machine? And which of the three statements really need the commutation relations?

## The first identity is equivalent to the relations, and the third needs none

Number the Cartesian components x, y, z as 0, 1, 2, so that σ_0, σ_1, σ_2 are the three Pauli matrices, and set ħ = 1. The L_k are complex n × n matrices, and 1 stands for whichever identity matrix fits. For vectors of matrices A and B, write A·B = Σ_k A_k B_k and (A × B)_m = Σ_jk ε_jkm A_j B_k, keeping the order of the factors. Write σ·A for Σ_k σ_k ⊗ A_k.

The Pauli matrices multiply as

σ_j σ_k = δ_jk 1 + i Σ_m ε_jkm σ_m.

Inserting this into (σ·A)(σ·B) = Σ_jk σ_j σ_k ⊗ A_j B_k gives Dirac's identity,

(σ·A)(σ·B) = 1 ⊗ A·B + i σ·(A × B).

For A = B = L the cross product does not vanish, because its components are commutators: (L × L)_2 = L_0 L_1 − L_1 L_0, and cyclically. Therefore

K² + K − 1 ⊗ L·L = σ·(i L × L + L).

The commutation relations say L × L = iL. Then i L × L = −L, and the right-hand side is zero.

The converse also holds. In the spin basis, σ·M has the diagonal blocks M_2 and −M_2 and the off-diagonal blocks M_0 − iM_1 and M_0 + iM_1. If all four vanish, then M_2 = 0, and the sum and difference of the other two give M_0 = M_1 = 0. So K² + K = 1 ⊗ L·L forces i L × L + L = 0, and multiplying by −i gives L × L = iL.

For the commutator with J_k = 1 ⊗ L_k + ½ σ_k ⊗ 1, there is an orbital and a spin contribution:

[K, J_k] = Σ_j σ_j ⊗ [L_j, L_k] + ½ Σ_j [σ_j, σ_k] ⊗ L_j.

The first sum is i Σ_jm ε_jkm σ_j ⊗ L_m. Since [σ_j, σ_k] = 2i Σ_m ε_jkm σ_m, the second is i Σ_jm ε_jkm σ_m ⊗ L_j. Exchanging the names j and m there turns it into minus the first, so the total is zero. Without the relations the total is Σ_j σ_j ⊗ ([L_j, L_k] − i Σ_m ε_jkm L_m). By the block argument this vanishes for every k only if the relations hold, so the second statement needs them too; this converse is not in the Lean file.

For J·J, the two cross terms in J_k² are each ½ σ_k ⊗ L_k, and σ_k² = 1. Summing over k,

J·J = 1 ⊗ L·L + K + 3/4.

No commutator of the L_k was used. The constant 3/4 is s(s + 1) for s = 1/2.

Finally, let the relations hold with L·L = l(l + 1), as they do in a shell of fixed l, and let Kψ = κψ with ψ ≠ 0. The quadratic identity becomes

(κ − l)(κ + l + 1) = 0,

so κ = l or κ = −(l + 1). Substituting into l(l + 1) + κ + 3/4 gives (l + 1/2)(l + 3/2) or (l − 1/2)(l + 1/2), which is j(j + 1) for j = l + 1/2 or j = l − 1/2.

For one electron in a single shell with a constant coupling ζ, the spin–orbit term ζ L·S equals ζK/2, so its possible levels are ζl/2 and −ζ(l + 1)/2. In code that builds finite orbital matrices, the residual K² + K − 1 ⊗ L·L tests all three commutators at once.

The smallest non-empty case is n = 1. The L_k are then numbers, their commutators vanish, and the relations force L = 0. This is the s electron: K = 0 and J·J = 3/4, so only κ = l = 0 occurs and the other root, −1, does not. A nonzero number in place of L_2 alone, say c, gives K² + K = c² + cσ_2, and the term cσ_2 shows the failure of the relations.

Here is the complete Lean file.

```lean
import Mathlib

open Matrix Complex
open scoped Kronecker

namespace SpinOrbitOperator

noncomputable section

variable {n : Type*} [Fintype n] [DecidableEq n]

/-- The three Pauli matrices, in the order x, y, z. -/
def pauli : Fin 3 → Matrix (Fin 2) (Fin 2) ℂ :=
  ![!![0, 1; 1, 0], !![0, -I; I, 0], !![1, 0; 0, -1]]

/-- The scalar product `A·B` of two vectors of operators. -/
def dot {m : Type*} [Fintype m] (A B : Fin 3 → Matrix m m ℂ) : Matrix m m ℂ :=
  ∑ k, A k * B k

/-- The vector product `A × B` of two vectors of operators, with the order of factors kept. -/
def cross (A B : Fin 3 → Matrix n n ℂ) : Fin 3 → Matrix n n ℂ :=
  ![A 1 * B 2 - A 2 * B 1, A 2 * B 0 - A 0 * B 2, A 0 * B 1 - A 1 * B 0]

/-- The angular-momentum relations `[L_x, L_y] = i L_z` and their cyclic permutations. -/
def IsAngularMomentum (L : Fin 3 → Matrix n n ℂ) : Prop :=
  L 0 * L 1 - L 1 * L 0 = I • L 2 ∧
  L 1 * L 2 - L 2 * L 1 = I • L 0 ∧
  L 2 * L 0 - L 0 * L 2 = I • L 1

/-- The spin-orbit operator `K = σ·L = ∑ σ_k ⊗ L_k`. -/
def spinDot (L : Fin 3 → Matrix n n ℂ) : Matrix (Fin 2 × n) (Fin 2 × n) ℂ :=
  ∑ k, pauli k ⊗ₖ L k

/-- The total angular momentum `J_k = L_k + σ_k / 2` on spin ⊗ orbital space. -/
def totalJ (L : Fin 3 → Matrix n n ℂ) (k : Fin 3) : Matrix (Fin 2 × n) (Fin 2 × n) ℂ :=
  (1 : Matrix (Fin 2) (Fin 2) ℂ) ⊗ₖ L k + (1 / 2 : ℂ) • (pauli k ⊗ₖ (1 : Matrix n n ℂ))

/-- The multiplication table of the Pauli matrices. -/
theorem pauli_mul :
    pauli 0 * pauli 0 = 1 ∧ pauli 1 * pauli 1 = 1 ∧ pauli 2 * pauli 2 = 1 ∧
    pauli 0 * pauli 1 = I • pauli 2 ∧ pauli 1 * pauli 0 = (-I) • pauli 2 ∧
    pauli 1 * pauli 2 = I • pauli 0 ∧ pauli 2 * pauli 1 = (-I) • pauli 0 ∧
    pauli 2 * pauli 0 = I • pauli 1 ∧ pauli 0 * pauli 2 = (-I) • pauli 1 := by
  refine ⟨?_, ?_, ?_, ?_, ?_, ?_, ?_, ?_, ?_⟩ <;> ext a b <;> fin_cases a <;> fin_cases b <;>
    simp [pauli, Matrix.mul_apply, Fin.sum_univ_two]

/-- Dirac's identity `(σ·A)(σ·B) = A·B + i σ·(A × B)` for arbitrary vectors of matrices. -/
theorem spinDot_mul_spinDot (A B : Fin 3 → Matrix n n ℂ) :
    spinDot A * spinDot B =
      (1 : Matrix (Fin 2) (Fin 2) ℂ) ⊗ₖ dot A B + I • spinDot (cross A B) := by
  have c0 : cross A B 0 = A 1 * B 2 - A 2 * B 1 := rfl
  have c1 : cross A B 1 = A 2 * B 0 - A 0 * B 2 := rfl
  have c2 : cross A B 2 = A 0 * B 1 - A 1 * B 0 := rfl
  -- multiply the spin factors with the Pauli table, then compare entries
  simp only [spinDot, dot, Fin.sum_univ_three, c0, c1, c2, add_mul, mul_add,
    ← Matrix.mul_kronecker_mul, pauli_mul]
  ext ⟨a, i⟩ ⟨b, j⟩
  simp only [Matrix.add_apply, Matrix.sub_apply, Matrix.smul_apply, Matrix.kroneckerMap_apply,
    smul_eq_mul]
  ring

omit [Fintype n] [DecidableEq n] in
/-- The operator `σ·M` vanishes only if all three components of `M` vanish. -/
theorem eq_zero_of_spinDot_eq_zero (M : Fin 3 → Matrix n n ℂ) (h : spinDot M = 0) : M = 0 := by
  have e : ∀ a b i j, spinDot M (a, i) (b, j) = 0 := fun a b i j => by rw [h]; rfl
  simp only [spinDot, Fin.sum_univ_three, Matrix.add_apply, Matrix.kroneckerMap_apply] at e
  funext k
  ext i j
  -- the spin blocks contain M_z and M_x ∓ i M_y
  have m2 : M 2 i j = 0 := by simpa [pauli] using e 0 0 i j
  have e01 : M 0 i j - I * M 1 i j = 0 := by
    simpa [pauli, sub_eq_add_neg] using e 0 1 i j
  have e10 : M 0 i j + I * M 1 i j = 0 := by simpa [pauli] using e 1 0 i j
  have m0 : M 0 i j = 0 := by linear_combination (e01 + e10) / 2
  have m1 : M 1 i j = 0 := by
    linear_combination (-I / 2) * (e10 - e01) + M 1 i j * Complex.I_sq
  fin_cases k
  exacts [m0, m1, m2]

omit [DecidableEq n] in
/-- The angular-momentum relations are the single vector equation `L × L = i L`. -/
theorem isAngularMomentum_iff_cross (L : Fin 3 → Matrix n n ℂ) :
    IsAngularMomentum L ↔ cross L L = I • L := by
  constructor
  · rintro ⟨h2, h0, h1⟩
    funext k
    fin_cases k
    exacts [h0, h1, h2]
  · intro h
    exact ⟨congrFun h 2, congrFun h 0, congrFun h 1⟩

/-- The spin-orbit operator satisfies `K² + K = L·L` exactly when the matrices `L_k` obey the
angular-momentum commutation relations. -/
theorem spinOrbit_sq_add_self_iff (L : Fin 3 → Matrix n n ℂ) :
    spinDot L * spinDot L + spinDot L = (1 : Matrix (Fin 2) (Fin 2) ℂ) ⊗ₖ dot L L ↔
      IsAngularMomentum L := by
  rw [spinDot_mul_spinDot, isAngularMomentum_iff_cross]
  generalize cross L L = c
  -- collect the terms linear in the Pauli matrices
  have key : I • spinDot c + spinDot L = spinDot (I • c + L) := by
    simp only [spinDot, Fin.sum_univ_three, Pi.add_apply, Pi.smul_apply]
    ext ⟨a, i⟩ ⟨b, j⟩
    simp only [Matrix.add_apply, Matrix.smul_apply, Matrix.kroneckerMap_apply, smul_eq_mul]
    ring
  rw [add_assoc, key]
  constructor
  · intro h
    have h0 : I • c + L = 0 := eq_zero_of_spinDot_eq_zero _ (by simpa using h)
    have h1 : I • (I • c + L) = 0 := by rw [h0, smul_zero]
    rw [smul_add, smul_smul, Complex.I_mul_I, neg_one_smul] at h1
    exact (neg_add_eq_zero.1 h1)
  · intro h
    have h0 : I • c + L = 0 := by
      rw [h, smul_smul, Complex.I_mul_I, neg_one_smul, neg_add_cancel]
    rw [h0]
    simp [spinDot]

/-- If the matrices `L_k` obey the angular-momentum relations, the spin-orbit operator commutes with
every component of the total angular momentum. -/
theorem spinOrbit_commute_totalJ (L : Fin 3 → Matrix n n ℂ) (h : IsAngularMomentum L)
    (k : Fin 3) : spinDot L * totalJ L k = totalJ L k * spinDot L := by
  have e01 : ∀ i j, (L 0 * L 1) i j - (L 1 * L 0) i j = I * L 2 i j :=
    fun i j => congrFun (congrFun h.1 i) j
  have e12 : ∀ i j, (L 1 * L 2) i j - (L 2 * L 1) i j = I * L 0 i j :=
    fun i j => congrFun (congrFun h.2.1 i) j
  have e20 : ∀ i j, (L 2 * L 0) i j - (L 0 * L 2) i j = I * L 1 i j :=
    fun i j => congrFun (congrFun h.2.2 i) j
  -- the orbital and the spin commutators cancel each other
  have key : spinDot L * totalJ L 0 = totalJ L 0 * spinDot L ∧
      spinDot L * totalJ L 1 = totalJ L 1 * spinDot L ∧
      spinDot L * totalJ L 2 = totalJ L 2 * spinDot L := by
    refine ⟨?_, ?_, ?_⟩ <;>
      simp only [spinDot, totalJ, Fin.sum_univ_three, add_mul, mul_add, smul_mul_assoc,
        mul_smul_comm, ← Matrix.mul_kronecker_mul, one_mul, mul_one, pauli_mul] <;>
      ext ⟨a, i⟩ ⟨b, j⟩ <;>
      simp only [Matrix.add_apply, Matrix.smul_apply, Matrix.kroneckerMap_apply, smul_eq_mul]
    · linear_combination pauli 2 a b * e20 i j - pauli 1 a b * e01 i j
    · linear_combination pauli 0 a b * e01 i j - pauli 2 a b * e12 i j
    · linear_combination pauli 1 a b * e12 i j - pauli 0 a b * e20 i j
  fin_cases k
  exacts [key.1, key.2.1, key.2.2]

/-- The square of the total angular momentum is `J·J = L·L + K + 3/4`. -/
theorem totalJ_sq (L : Fin 3 → Matrix n n ℂ) :
    dot (totalJ L) (totalJ L) =
      (1 : Matrix (Fin 2) (Fin 2) ℂ) ⊗ₖ dot L L + spinDot L + (3 / 4 : ℂ) • 1 := by
  have one : (1 : Matrix (Fin 2 × n) (Fin 2 × n) ℂ) =
      (1 : Matrix (Fin 2) (Fin 2) ℂ) ⊗ₖ (1 : Matrix n n ℂ) := Matrix.one_kronecker_one.symm
  rw [one]
  simp only [dot, spinDot, totalJ, Fin.sum_univ_three, add_mul, mul_add, smul_mul_assoc,
    mul_smul_comm, ← Matrix.mul_kronecker_mul, one_mul, mul_one, pauli_mul]
  ext ⟨a, i⟩ ⟨b, j⟩
  simp only [Matrix.add_apply, Matrix.smul_apply, Matrix.kroneckerMap_apply, smul_eq_mul]
  ring

/-- If the matrices `L_k` obey the angular-momentum relations and `L·L = l(l+1)`, an eigenvector of
`K` has eigenvalue `l` or `-(l+1)`, and `J·J` then takes the value `(l+1/2)(l+3/2)` or
`(l-1/2)(l+1/2)` on it, respectively. -/
theorem spinOrbit_eigenvalue (L : Fin 3 → Matrix n n ℂ) (h : IsAngularMomentum L) (l κ : ℂ)
    (hl : dot L L = (l * (l + 1)) • (1 : Matrix n n ℂ)) (ψ : Fin 2 × n → ℂ) (hψ : ψ ≠ 0)
    (hK : spinDot L *ᵥ ψ = κ • ψ) :
    (κ = l ∧ dot (totalJ L) (totalJ L) *ᵥ ψ = ((l + 1 / 2) * (l + 3 / 2)) • ψ) ∨
    (κ = -(l + 1) ∧ dot (totalJ L) (totalJ L) *ᵥ ψ = ((l - 1 / 2) * (l + 1 / 2)) • ψ) := by
  have hsq := (spinOrbit_sq_add_self_iff L).2 h
  rw [hl, Matrix.kronecker_smul, Matrix.one_kronecker_one] at hsq
  have hv := congrArg (fun A => A *ᵥ ψ) hsq
  simp only [Matrix.add_mulVec, ← Matrix.mulVec_mulVec, hK, Matrix.mulVec_smul,
    Matrix.smul_mulVec, Matrix.one_mulVec] at hv
  -- the quadratic equation for K becomes one for its eigenvalue
  have hz : ((κ - l) * (κ + l + 1)) • ψ = 0 := by
    linear_combination (norm := module) hv
  have hJ : dot (totalJ L) (totalJ L) *ᵥ ψ = (l * (l + 1) + κ + 3 / 4) • ψ := by
    rw [totalJ_sq, hl, Matrix.kronecker_smul, Matrix.one_kronecker_one]
    simp only [Matrix.add_mulVec, Matrix.smul_mulVec, Matrix.one_mulVec, hK]
    module
  rcases mul_eq_zero.1 ((smul_eq_zero.1 hz).resolve_right hψ) with h1 | h1
  · have hκ : κ = l := by linear_combination h1
    refine Or.inl ⟨hκ, ?_⟩
    rw [hJ, hκ]
    congr 1
    ring
  · have hκ : κ = -(l + 1) := by linear_combination h1
    refine Or.inr ⟨hκ, ?_⟩
    rw [hJ, hκ]
    congr 1
    ring

/-- Three explicit 3 × 3 matrices, the generators of rotations in the Cartesian basis. -/
def cartesianL : Fin 3 → Matrix (Fin 3) (Fin 3) ℂ :=
  ![!![0, 0, 0; 0, 0, -I; 0, I, 0], !![0, 0, I; 0, 0, 0; -I, 0, 0],
    !![0, -I, 0; I, 0, 0; 0, 0, 0]]

/-- The Cartesian matrices obey the angular-momentum relations and `L·L = l(l+1)` with `l = 1`. -/
theorem cartesianL_witness :
    IsAngularMomentum cartesianL ∧
      dot cartesianL cartesianL = ((1 : ℂ) * (1 + 1)) • (1 : Matrix (Fin 3) (Fin 3) ℂ) := by
  refine ⟨⟨?_, ?_, ?_⟩, ?_⟩ <;> ext i j <;> fin_cases i <;> fin_cases j <;>
    simp [dot, cartesianL, Fin.sum_univ_three]

end

end SpinOrbitOperator
```

```lean
#print axioms SpinOrbitOperator.spinOrbit_sq_add_self_iff
#print axioms SpinOrbitOperator.spinOrbit_commute_totalJ
#print axioms SpinOrbitOperator.spinOrbit_eigenvalue
```

```
'SpinOrbitOperator.spinOrbit_sq_add_self_iff' depends on axioms: [propext, Classical.choice, Quot.sound]
'SpinOrbitOperator.spinOrbit_commute_totalJ' depends on axioms: [propext, Classical.choice, Quot.sound]
'SpinOrbitOperator.spinOrbit_eigenvalue' depends on axioms: [propext, Classical.choice, Quot.sound]
```

## How the Lean statements describe spin and orbit

The orbital basis is an arbitrary finite index type `n`, and an operator vector is a function `Fin 3 → Matrix n n ℂ`. Spin ⊗ orbital space has the index type `Fin 2 × n`, with the spin factor first, and `⊗ₖ` is the Kronecker product. `spinDot L` is K, `totalJ L k` is J_k, and `dot` and `cross` are the ordered products defined above. `IsAngularMomentum L` lists the three cyclic commutators; the remaining ones follow by antisymmetry.

- `spinOrbit_sq_add_self_iff` says that K² + K = 1 ⊗ L·L holds if and only if `IsAngularMomentum L` does.
- `spinOrbit_commute_totalJ` assumes the relations and concludes that K commutes with J_k for each `k`.
- `totalJ_sq` gives the formula for J·J for every triple of matrices, with no hypothesis on them.
- `spinOrbit_eigenvalue` assumes the relations, L·L = l(l + 1) and a nonzero eigenvector `ψ` of K, which need not be normalised. It returns the two alternatives, each with its value of J·J.
- `cartesianL_witness` shows that three explicit 3 × 3 matrices satisfy both hypotheses on L with l = 1, the p shell in its Cartesian basis.

The matrices are not required to be Hermitian, and `l` and `κ` are complex numbers; the physical reading takes l to be a non-negative integer. The eigenvalue theorem restricts the possible values but says nothing about degeneracies, or about whether both values occur. Finite dimension means that the differential operators r × p on all of space are not covered, while their matrices within a shell of fixed l are. The coupling ζ and its radial dependence do not appear in the file.

## From the Pauli table to the eigenvalues

`pauli_mul` verifies the nine products of Pauli matrices entry by entry. `spinDot_mul_spinDot` is Dirac's identity. It merges each product of Kronecker products into a single one with `Matrix.mul_kronecker_mul`, replaces the spin factors by means of the table, and compares entries. At that point the entries are complex numbers, so `ring` can finish, while the order of the orbital factors stays fixed inside products such as `A 1 * B 2`.

`eq_zero_of_spinDot_eq_zero` is the block argument for σ·M = 0. It reads off three of the four spin blocks and solves for the components with `linear_combination`. `isAngularMomentum_iff_cross` repackages the three commutators as L × L = iL.

The equivalence combines these lemmas. After Dirac's identity is applied, the step `key` collects the terms linear in the Pauli matrices into σ·(i c + L), where `c` stands for L × L. One direction then uses the block lemma and multiplies by i; the other substitutes L × L = iL and finds zero.

In `spinOrbit_commute_totalJ`, the Pauli table deals with the spin commutators, and the hypotheses `e01`, `e12` and `e20` supply the entries of the orbital ones. Each `linear_combination` names the two orbital commutators that enter for that component, weighted by the matching Pauli entries. For `k = 0` they are [L_2, L_0] with σ_2 and [L_0, L_1] with −σ_1, the same two terms as in Σ_j σ_j ⊗ [L_j, L_0].

`totalJ_sq` expands the squares in the same way and needs only `ring` at the end. In `spinOrbit_eigenvalue`, the quadratic identity is applied to `ψ`, which gives `hz`: the factor (κ − l)(κ + l + 1) times `ψ` is zero. Since `ψ` is nonzero, the factor vanishes, and `mul_eq_zero` splits it into the two cases. `hJ` gives J·J on `ψ` as l(l + 1) + κ + 3/4, and `ring` brings each case into its factorised form.
